# The replica-symmetric equation of the zero-field Sherrington–Kirkpatrick model has a positive overlap exactly when J > k_B T

To compute the replica-symmetric order parameter q of this spin glass at a given temperature, one solves q = F(b, q) numerically, where F(b, q) is the average of tanh²(b√q z) over a standard normal z and b = J/(k_B T). Here the N spins take the values ±1, and the coupling of each pair is an independent Gaussian variable with mean zero and variance J²/N. It is useful to know beforehand whether there is a nonzero root to find: for b ≥ 0 there is one exactly when b > 1, and it is then unique.

```lean
import Mathlib

open MeasureTheory ProbabilityTheory Set
open scoped NNReal ENNReal

namespace ReplicaSymmetricSpinGlass

noncomputable section

local notation "γ" => gaussianReal 0 1

/-- The replica-symmetric self-consistency map: the average of `tanh² (b √q z)` over a
standard normal variable `z`, with `b` the coupling divided by the temperature. -/
def overlapMap (b q : ℝ) : ℝ := ∫ z, Real.tanh (b * Real.sqrt q * z) ^ 2 ∂γ

/-- For a positive field `x`, the magnetisation `tanh x` is positive and smaller than `x`. -/
theorem tanh_bounds {x : ℝ} (hx : 0 < x) : 0 < Real.tanh x ∧ Real.tanh x < x := by
  have hd : ∀ u : ℝ, HasDerivAt (fun u => u * Real.cosh u - Real.sinh u)
      (1 * Real.cosh u + u * Real.sinh u - Real.cosh u) u := fun u =>
    ((hasDerivAt_id' u).fun_mul (Real.hasDerivAt_cosh u)).fun_sub (Real.hasDerivAt_sinh u)
  have hm : StrictMonoOn (fun u => u * Real.cosh u - Real.sinh u) (Ici (0 : ℝ)) := by
    apply strictMonoOn_of_deriv_pos (convex_Ici 0)
    · exact fun u _ => (hd u).continuousAt.continuousWithinAt
    · intro u hu
      rw [interior_Ici] at hu
      have hu' : 0 < u := hu
      rw [(hd u).deriv]
      have := mul_pos hu' (Real.sinh_pos_iff.2 hu')
      linarith
  have h := hm (mem_Ici.2 le_rfl) (mem_Ici.2 hx.le) hx
  simp only [Real.sinh_zero, zero_mul, sub_zero] at h
  rw [Real.tanh_eq_sinh_div_cosh]
  refine ⟨div_pos (Real.sinh_pos_iff.2 hx) (Real.cosh_pos x), ?_⟩
  rw [div_lt_iff₀ (Real.cosh_pos x)]
  linarith

/-- The squared magnetisation `tanh² x` lies strictly below `x²` in any nonzero field. -/
theorem tanh_sq_lt {x : ℝ} (hx : x ≠ 0) : Real.tanh x ^ 2 < x ^ 2 := by
  rcases lt_or_gt_of_ne hx with h | h
  · obtain ⟨h1, h2⟩ := tanh_bounds (neg_pos.2 h)
    rw [Real.tanh_neg] at h1 h2
    nlinarith
  · obtain ⟨h1, h2⟩ := tanh_bounds h
    nlinarith

/-- The squared magnetisation is at least `x² - x⁴`. -/
theorem le_tanh_sq (x : ℝ) : x ^ 2 - x ^ 4 ≤ Real.tanh x ^ 2 := by
  have hS : x ^ 2 ≤ Real.sinh x ^ 2 := by
    rw [sq_le_sq, Real.abs_sinh]
    exact Real.self_le_sinh_iff.2 (abs_nonneg x)
  rw [Real.tanh_eq_sinh_div_cosh, div_pow, le_div_iff₀ (pow_pos (Real.cosh_pos x) 2),
    Real.cosh_sq]
  have h1 : 0 ≤ 1 - x ^ 2 + x ^ 4 := by nlinarith [sq_nonneg (x ^ 2 - 1), sq_nonneg x]
  have h2 : 0 ≤ x ^ 6 := by positivity
  nlinarith [mul_nonneg (sub_nonneg.2 hS) h1]

/-- For `0 < s < t` and `z ≠ 0`, the ratio of `tanh²` to the squared field scale is strictly smaller
at scale `t` than at scale `s`. -/
theorem tanh_saturation {s t z : ℝ} (hs : 0 < s) (hst : s < t) (hz : z ≠ 0) :
    s ^ 2 * Real.tanh (t * z) ^ 2 < t ^ 2 * Real.tanh (s * z) ^ 2 := by
  -- tanh u / u is strictly decreasing, since u < sinh u cosh u
  have hd : ∀ u : ℝ, 0 < u → HasDerivAt (fun u => Real.sinh u / (u * Real.cosh u))
      ((Real.cosh u * (u * Real.cosh u) - Real.sinh u * (1 * Real.cosh u + u * Real.sinh u))
        / (u * Real.cosh u) ^ 2) u := fun u hu =>
    (Real.hasDerivAt_sinh u).fun_div ((hasDerivAt_id' u).fun_mul (Real.hasDerivAt_cosh u))
      (mul_pos hu (Real.cosh_pos u)).ne'
  have hanti : StrictAntiOn (fun u => Real.sinh u / (u * Real.cosh u)) (Ioi (0 : ℝ)) := by
    apply strictAntiOn_of_deriv_neg (convex_Ioi 0)
    · exact fun u hu => (hd u hu).continuousAt.continuousWithinAt
    · intro u hu
      rw [interior_Ioi] at hu
      have hu' : 0 < u := hu
      rw [(hd u hu').deriv]
      apply div_neg_of_neg_of_pos _ (pow_pos (mul_pos hu' (Real.cosh_pos u)) 2)
      have h1 := Real.self_lt_sinh_iff.2 hu'
      have h2 := mul_le_mul_of_nonneg_left (Real.one_le_cosh u) (Real.sinh_pos_iff.2 hu').le
      have h3 : Real.cosh u * (u * Real.cosh u)
          - Real.sinh u * (1 * Real.cosh u + u * Real.sinh u)
          = u - Real.sinh u * Real.cosh u := by
        linear_combination u * Real.cosh_sq u
      rw [h3]
      linarith
  have key : ∀ w : ℝ, 0 < w →
      s ^ 2 * Real.tanh (t * w) ^ 2 < t ^ 2 * Real.tanh (s * w) ^ 2 := by
    intro w hw
    have hx : 0 < s * w := mul_pos hs hw
    have hy : 0 < t * w := mul_pos (hs.trans hst) hw
    have h : Real.sinh (t * w) / (t * w * Real.cosh (t * w))
        < Real.sinh (s * w) / (s * w * Real.cosh (s * w)) :=
      hanti hx hy (mul_lt_mul_of_pos_right hst hw)
    rw [div_lt_div_iff₀ (mul_pos hy (Real.cosh_pos _)) (mul_pos hx (Real.cosh_pos _))] at h
    have h' : s * Real.tanh (t * w) < t * Real.tanh (s * w) := by
      rw [Real.tanh_eq_sinh_div_cosh, Real.tanh_eq_sinh_div_cosh, ← mul_div_assoc,
        ← mul_div_assoc, div_lt_div_iff₀ (Real.cosh_pos _) (Real.cosh_pos _)]
      refine lt_of_mul_lt_mul_left ?_ hw.le
      linarith
    rw [← mul_pow, ← mul_pow]
    exact pow_lt_pow_left₀ h' (mul_pos hs (tanh_bounds hy).1).le two_ne_zero
  rcases lt_or_gt_of_ne hz with h | h
  · have := key (-z) (neg_pos.2 h)
    rw [mul_neg, mul_neg, Real.tanh_neg, Real.tanh_neg, neg_sq, neg_sq] at this
    exact this
  · exact key z h

private lemma tanh_cont : Continuous Real.tanh := by
  have h : Real.tanh = fun x => Real.sinh x / Real.cosh x :=
    funext Real.tanh_eq_sinh_div_cosh
  rw [h]
  exact Real.continuous_sinh.div Real.continuous_cosh fun x => (Real.cosh_pos x).ne'

private lemma norm_tanh_sq_le (x : ℝ) : ‖Real.tanh x ^ 2‖ ≤ 1 := by
  rw [Real.norm_of_nonneg (sq_nonneg _), Real.tanh_eq_sinh_div_cosh, div_pow,
    div_le_one (pow_pos (Real.cosh_pos x) 2), Real.cosh_sq]
  linarith

private lemma tanh_int (a : ℝ) : Integrable (fun z => Real.tanh (a * z) ^ 2) γ :=
  (integrable_const (1 : ℝ)).mono'
    ((tanh_cont.comp (continuous_const.mul continuous_id)).pow 2).aestronglyMeasurable
    (ae_of_all _ fun _ => norm_tanh_sq_le _)

private lemma pow_int (n : ℕ) (hn : n ≠ 0) : Integrable (fun z : ℝ => z ^ n) γ := by
  have h : MemLp id (n : ℝ≥0∞) γ := by
    exact_mod_cast memLp_id_gaussianReal (μ := 0) (v := 1) (n : ℝ≥0)
  exact (h.integrable_norm_pow hn).mono' (continuous_pow n).aestronglyMeasurable
    (ae_of_all _ fun z => (norm_pow z n).le)

private lemma gaussian_sq : ∫ z : ℝ, z ^ 2 ∂γ = 1 := by
  have h := variance_id_gaussianReal (μ := 0) (v := 1)
  rw [variance_eq_integral measurable_id.aemeasurable] at h
  simpa [integral_id_gaussianReal] using h

private lemma average_lt {f g : ℝ → ℝ} (hf : Integrable f γ) (hg : Integrable g γ)
    (h : ∀ z, z ≠ 0 → f z < g z) (h0 : f 0 ≤ g 0) : ∫ z, f z ∂γ < ∫ z, g z ∂γ := by
  have hle : ∀ z, f z ≤ g z := fun z => by
    by_cases hz : z = 0
    · rw [hz]; exact h0
    · exact (h z hz).le
  refine lt_of_le_of_ne (integral_mono hf hg hle) fun heq => ?_
  have h1 : ∫ z, (g z - f z) ∂γ = 0 := by rw [integral_sub hg hf, heq, sub_self]
  have h2 := (integral_eq_zero_iff_of_nonneg (f := fun z => g z - f z)
    (fun z => sub_nonneg.2 (hle z)) (hg.sub hf)).1 h1
  -- equality would concentrate the Gaussian at zero, against its unit variance
  have h3 : (fun z : ℝ => z ^ 2) =ᵐ[γ] fun _ => (0 : ℝ) := by
    filter_upwards [h2] with z hz
    have hz' : g z - f z = 0 := hz
    by_cases hz0 : z = 0
    · simp [hz0]
    · linarith [h z hz0]
  have h4 : ∫ z : ℝ, z ^ 2 ∂γ = ∫ _z : ℝ, (0 : ℝ) ∂γ := integral_congr_ae h3
  rw [gaussian_sq] at h4
  simp at h4

private lemma scale_sq (b : ℝ) {q : ℝ} (hq : 0 ≤ q) : (b * Real.sqrt q) ^ 2 = b ^ 2 * q := by
  rw [mul_pow, Real.sq_sqrt hq]

/-- For `b, q > 0` the averaged response lies strictly below its linearisation `b² q`. -/
theorem overlapMap_lt {b q : ℝ} (hb : 0 < b) (hq : 0 < q) : overlapMap b q < b ^ 2 * q := by
  have ha : b * Real.sqrt q ≠ 0 := (mul_pos hb (Real.sqrt_pos.2 hq)).ne'
  have h := average_lt (tanh_int (b * Real.sqrt q))
    ((pow_int 2 two_ne_zero).const_mul ((b * Real.sqrt q) ^ 2))
    (fun z hz => by rw [← mul_pow]; exact tanh_sq_lt (mul_ne_zero ha hz)) (by simp)
  rw [integral_const_mul, gaussian_sq, mul_one, scale_sq b hq.le] at h
  exact h

/-- For `q ≥ 0` the averaged response is at least `b² q - M b⁴ q²`, with `M` the fourth moment of
the standard normal variable. -/
theorem le_overlapMap (b : ℝ) {q : ℝ} (hq : 0 ≤ q) :
    b ^ 2 * q - (∫ z : ℝ, z ^ 4 ∂γ) * b ^ 4 * q ^ 2 ≤ overlapMap b q := by
  have i2 := (pow_int 2 two_ne_zero).const_mul ((b * Real.sqrt q) ^ 2)
  have i4 := (pow_int 4 four_ne_zero).const_mul ((b * Real.sqrt q) ^ 4)
  have h := integral_mono (i2.sub i4) (tanh_int (b * Real.sqrt q)) (fun z => by
    have := le_tanh_sq (b * Real.sqrt q * z)
    rw [mul_pow _ z 2, mul_pow _ z 4] at this
    exact this)
  have e : ∫ z : ℝ, ((b * Real.sqrt q) ^ 2 * z ^ 2 - (b * Real.sqrt q) ^ 4 * z ^ 4) ∂γ
      = b ^ 2 * q - (∫ z : ℝ, z ^ 4 ∂γ) * b ^ 4 * q ^ 2 := by
    rw [integral_sub i2 i4, integral_const_mul, integral_const_mul, gaussian_sq]
    have h4 : (b * Real.sqrt q) ^ 4 = (b ^ 2 * q) ^ 2 := by rw [← scale_sq b hq]; ring
    rw [h4, scale_sq b hq]
    ring
  rw [← e]
  exact h

private lemma overlapMap_cont (b : ℝ) : Continuous (overlapMap b) := by
  unfold overlapMap
  refine continuous_of_dominated (bound := fun _ => (1 : ℝ))
    (fun q => (tanh_int (b * Real.sqrt q)).aestronglyMeasurable)
    (fun q => ae_of_all _ fun z => norm_tanh_sq_le _) (integrable_const _)
    (ae_of_all _ fun z => ?_)
  exact (tanh_cont.comp
    ((continuous_const.mul Real.continuous_sqrt).mul continuous_const)).pow 2

/-- For `b ≥ 0` the replica-symmetric equation `q = average of tanh² (b √q z)` has a solution `q >
0` if and only if `b > 1`. -/
theorem spinGlass_order_iff {b : ℝ} (hb : 0 ≤ b) :
    (∃ q, 0 < q ∧ q = overlapMap b q) ↔ 1 < b := by
  constructor
  · rintro ⟨q, hq, h⟩
    by_contra hb1
    rcases hb.eq_or_lt with h0 | h0
    · rw [← h0] at h
      simp [overlapMap] at h
      linarith
    · have h1 := overlapMap_lt h0 hq
      have h2 : b ^ 2 ≤ 1 := pow_le_one₀ hb (not_lt.1 hb1)
      nlinarith
  · intro hb1
    obtain ⟨M, hM⟩ : ∃ M, M = ∫ z : ℝ, z ^ 4 ∂γ := ⟨_, rfl⟩
    have hM0 : 0 ≤ M := by rw [hM]; exact integral_nonneg fun z => by positivity
    have hb0 : 0 < b := by linarith
    have hD : 0 < b ^ 4 * (M + 1) := by positivity
    have hn : 0 < b ^ 2 - 1 := by nlinarith
    -- a small trial overlap at which the response exceeds the overlap
    obtain ⟨p, hp⟩ : ∃ p, p = (b ^ 2 - 1) / (b ^ 4 * (M + 1)) := ⟨_, rfl⟩
    have hp0 : 0 < p := by rw [hp]; exact div_pos hn hD
    have hpD : p * (b ^ 4 * (M + 1)) = b ^ 2 - 1 := by
      rw [hp]; exact div_mul_cancel₀ _ hD.ne'
    have hp1 : p ≤ 1 := by
      rw [hp, div_le_one hD]
      have : 0 ≤ b ^ 4 * M := by positivity
      nlinarith [sq_nonneg (b ^ 2 - 1), sq_nonneg b]
    have hlow : p ≤ overlapMap b p := by
      have h := le_overlapMap b hp0.le
      rw [← hM] at h
      have e : b ^ 2 * p - M * b ^ 4 * p ^ 2 - p = b ^ 4 * p ^ 2 := by
        linear_combination -p * hpD
      have : 0 ≤ b ^ 4 * p ^ 2 := by positivity
      linarith
    have hup : overlapMap b 1 ≤ 1 := by
      have h := integral_mono (tanh_int (b * Real.sqrt 1)) (integrable_const (1 : ℝ))
        (fun z => (le_abs_self _).trans (norm_tanh_sq_le _))
      simpa [overlapMap] using h
    -- the difference changes sign between p and 1
    obtain ⟨q, hq, h⟩ := intermediate_value_Icc' hp1
      ((overlapMap_cont b).sub continuous_id).continuousOn
      (show (0 : ℝ) ∈ Icc (overlapMap b 1 - 1) (overlapMap b p - p) from
        ⟨by linarith, by linarith⟩)
    have h' : overlapMap b q - q = 0 := h
    exact ⟨q, hp0.trans_le hq.1, by linarith⟩

/-- For `b > 0` the ratio of the averaged response to the overlap is strictly decreasing:
`p F(q) < q F(p)` whenever `0 < p < q`. -/
theorem overlapMap_ratio {b p q : ℝ} (hb : 0 < b) (hp : 0 < p) (hpq : p < q) :
    p * overlapMap b q < q * overlapMap b p := by
  have hs : 0 < b * Real.sqrt p := mul_pos hb (Real.sqrt_pos.2 hp)
  have hst : b * Real.sqrt p < b * Real.sqrt q :=
    mul_lt_mul_of_pos_left (Real.sqrt_lt_sqrt hp.le hpq) hb
  have h := average_lt ((tanh_int (b * Real.sqrt q)).const_mul ((b * Real.sqrt p) ^ 2))
    ((tanh_int (b * Real.sqrt p)).const_mul ((b * Real.sqrt q) ^ 2))
    (fun z hz => tanh_saturation hs hst hz) (by simp)
  rw [integral_const_mul, integral_const_mul, scale_sq b hp.le,
    scale_sq b (hp.trans hpq).le, mul_assoc, mul_assoc] at h
  exact lt_of_mul_lt_mul_left h (sq_nonneg b)

/-- For `b > 1` the replica-symmetric equation has exactly one positive solution. -/
theorem spinGlass_order_unique {b : ℝ} (hb : 1 < b) :
    ∃! q, 0 < q ∧ q = overlapMap b q := by
  have hb0 : 0 < b := by linarith
  have key : ∀ p q : ℝ, 0 < p → p = overlapMap b p → q = overlapMap b q → ¬ p < q := by
    intro p q hp h1 h2 hlt
    have h := overlapMap_ratio hb0 hp hlt
    rw [← h1, ← h2] at h
    linarith [mul_comm p q]
  obtain ⟨q, hq, h⟩ := (spinGlass_order_iff hb0.le).2 hb
  refine ⟨q, ⟨hq, h⟩, ?_⟩
  rintro p ⟨hp, h'⟩
  exact le_antisymm (not_lt.1 (key q p hq h h')) (not_lt.1 (key p q hp h' h))

/-- Every positive solution `q` obeys `b² - 1 ≤ M b⁴ q`, with `M` the fourth moment of the
standard normal variable. -/
theorem spinGlass_order_lower_bound {b q : ℝ} (hq : 0 < q) (h : q = overlapMap b q) :
    b ^ 2 - 1 ≤ (∫ z : ℝ, z ^ 4 ∂γ) * b ^ 4 * q := by
  have h1 := le_overlapMap b hq.le
  rw [← h] at h1
  refine le_of_mul_le_mul_left ?_ hq
  linarith

end

end ReplicaSymmetricSpinGlass
```

```lean
#print axioms ReplicaSymmetricSpinGlass.spinGlass_order_unique
#print axioms ReplicaSymmetricSpinGlass.spinGlass_order_lower_bound
```

```
'ReplicaSymmetricSpinGlass.spinGlass_order_unique' depends on axioms: [propext, Classical.choice, Quot.sound]
'ReplicaSymmetricSpinGlass.spinGlass_order_lower_bound' depends on axioms: [propext, Classical.choice, Quot.sound]
```

## The equation and its Lean form

The model has Ising spins, no external field, and independent Gaussian couplings between all pairs of N spins, with mean zero and variance J²/N. In the replica-symmetric description a spin feels a random field that, divided by k_B T, equals b√q z. Its thermal magnetisation is tanh(b√q z), and the average square of that magnetisation must reproduce q:

q = F(b, q)

In the file, F is `overlapMap`, and z is distributed according to `gaussianReal 0 1`, whose arguments are the mean and the variance. The equation is taken as given; its derivation from the Hamiltonian is not part of the file.

The theorem `spinGlass_order_iff` says that, for b ≥ 0, some real q satisfies both q > 0 and q = F(b, q) if and only if b > 1. `spinGlass_order_unique` says that for b > 1 there is exactly one such q. `spinGlass_order_lower_bound` says that every positive solution obeys

b² − 1 ≤ M b⁴ q

where M is the average of z⁴. The file leaves M as an integral; its value is 3.

These are statements about roots of one equation. They do not compare free energies or test the stability of the replica-symmetric solution, which fails in the low-temperature phase of this model, where replica symmetry breaking replaces the single number q by a function.

## No positive root for b ≤ 1

For u > 0 the derivative of u cosh u − sinh u is u sinh u, which is positive. The function vanishes at u = 0, so sinh u < u cosh u, and hence 0 < tanh u < u. This is `tanh_bounds`. Since tanh is odd, `tanh_sq_lt` follows:

tanh² x < x² for x ≠ 0

Put x = b√q z with b, q > 0 and average. Because the average of z² is 1,

F(b, q) < b² q

which is `overlapMap_lt`. A positive root would therefore give q < b² q, which is impossible for 0 < b ≤ 1. For b = 0 the map is zero and the equation forces q = 0.

The inequality stays strict under the average by `average_lt`. If two integrable functions satisfy f < g away from z = 0 and f ≤ g at z = 0, equal averages would force g − f to vanish almost everywhere. Then z = 0 almost surely, which contradicts the unit variance.

## A positive root for b > 1

The lower estimate starts from sinh² x ≥ x². Write S = sinh² x, so that tanh² x = S/(1 + S), which increases with S. Therefore

tanh² x ≥ x²/(1 + x²) ≥ x² − x⁴

where the last step holds because (x² − x⁴)(1 + x²) = x² − x⁶ ≤ x². The lemma `le_tanh_sq` proves the same bound after multiplying out the denominator. Averaging gives `le_overlapMap`, for q ≥ 0:

F(b, q) ≥ b² q − M b⁴ q²

Now choose the trial overlap

p = (b² − 1)/(b⁴(M + 1))

It is positive, and it is at most 1 because b² − 1 ≤ b⁴. Using (b² − 1)p = b⁴(M + 1)p²,

F(b, p) − p ≥ (b² − 1)p − M b⁴ p² = b⁴ p² > 0

At the other end, tanh² ≤ 1 gives F(b, 1) ≤ 1. The integrand is continuous in q and bounded by 1, so dominated convergence makes F continuous in q (`overlapMap_cont`). The intermediate value theorem, `intermediate_value_Icc'` in the code, then gives a root between p and 1.

The lower bound on any positive root comes from the same estimate: insert F(b, q) = q and divide by q.

## Saturation makes the root unique

For u > 0,

d/du (tanh u / u) = (u − sinh u cosh u)/(u² cosh² u) < 0

because sinh u > u and cosh u ≥ 1. Thus tanh u / u decreases strictly: the response grows less than in proportion to the field. For 0 < s < t and z ≠ 0 this gives `tanh_saturation`:

s² tanh²(tz) < t² tanh²(sz)

Take 0 < p < q, where p is now any smaller overlap, and set s = b√p and t = b√q. Averaging and cancelling b² yields `overlapMap_ratio`:

p F(b, q) < q F(b, p)

If p and q were both roots, this would read pq < qp. Two different positive roots therefore cannot exist.

## Bracketing the root in a program

For b ≤ 1 a program can return q = 0 without iterating. For b > 1 the estimates supply a bracket for bisection on F(b, q) − q:

(b² − 1)/(3b⁴) ≤ q ≤ 1

The difference is non-negative at the left end and negative at the right end. The positive left end keeps the search away from q = 0, which solves the equation at every b.

Plain iteration of q ← F(b, q) from q = 1 also works, but it slows down near b = 1. At b = 1 itself the iterates approach zero more slowly than any geometric sequence, so a loose stopping tolerance can report a small spurious order parameter.

The average can be replaced by a quadrature sum. Gauss–Hermite quadrature, scaled to the standard normal weight and with at least three nodes, has positive weights and reproduces the averages of z² and z⁴ exactly, so the argument above carries over to the discretised equation in exact arithmetic: its threshold is still b = 1, and the same bracket applies. The value of the root must still be converged in the number of nodes: with three nodes it stays below 1/3, whereas the exact root tends to 1 as b grows. These statements about quadrature are pencil arguments and are not among the Lean theorems.
